# A symmetry that commutes with H and T survives the coupled-cluster similarity transformation

The exponential of the cluster operator can be read as a polynomial that stops because $T$ is nilpotent, or as the full matrix exponential, which exists for every square matrix. Here it is the full exponential, `NormedSpace.exp`, and the terminating polynomial appears as a special case. Nilpotency is therefore assumed only where the polynomial is used.

Operators are complex matrices over a finite index set `n`, for example the determinants of a finite orbital basis, and states are vectors `n → ℂ`. The matrix $H$ is the Hamiltonian, $T$ the cluster operator, $e_0$ the reference state, and $S$ a symmetry operator such as particle number, spin projection or a point-group operation. Neither $H$ nor $S$ has to be Hermitian, and no second-quantised structure is imposed on $T$. Infinite-dimensional spaces and antilinear symmetries such as time reversal are not covered.

```lean
import Mathlib

open Matrix

namespace CoupledClusterSymmetry

noncomputable section

variable {n : Type*} [Fintype n] [DecidableEq n]
```

A vector $v$ lies in the sector $s$ when $Sv = sv$. The zero vector satisfies this for every $s$, as it must for an eigenspace.

```lean
/-- The vector `v` lies in the eigenspace of the symmetry operator `S` with eigenvalue `s`. -/
def InSector (S : Matrix n n ℂ) (s : ℂ) (v : n → ℂ) : Prop :=
  S *ᵥ v = s • v
```

The transformed Hamiltonian is $\bar H = e^{-T} H e^{T}$.

```lean
/-- The similarity-transformed Hamiltonian `exp(-T) H exp(T)`. -/
def hbar (H T : Matrix n n ℂ) : Matrix n n ℂ :=
  NormedSpace.exp (-T) * H * NormedSpace.exp T
```

The coupled-cluster state is $e^{T}e_0$. It is not normalised.

```lean
/-- The coupled-cluster state `exp(T) e0` built on the reference `e0`. -/
def ccState (T : Matrix n n ℂ) (e0 : n → ℂ) : n → ℂ :=
  NormedSpace.exp T *ᵥ e0
```

The series cut after $N$ terms is $E_N(T)=\sum_{k<N} T^k/k!$.

```lean
/-- The exponential series of `T` cut after `N` terms, `∑_{k<N} T^k / k!`. -/
def expSum (N : ℕ) (T : Matrix n n ℂ) : Matrix n n ℂ :=
  ∑ k ∈ Finset.range N, ((k.factorial : ℂ)⁻¹) • T ^ k
```

### (a) Inverting the exponential

Show that $e^{-T}$ undoes $e^{T}$ from either side:
$$e^{-T}e^{T} = e^{T}e^{-T} = 1 .$$

*Solution.* For commuting matrices $A$ and $B$, $e^{A}e^{B}=e^{A+B}$. Since $T$ commutes with $-T$, both products equal $e^{0}=1$. The proof uses the same rule, `Matrix.exp_add_of_commute`, once for each order.

```lean
/-- The operators `exp(-T)` and `exp(T)` are inverse to each other. -/
theorem exp_neg_mul_exp (T : Matrix n n ℂ) :
    NormedSpace.exp (-T) * NormedSpace.exp T = 1 ∧
      NormedSpace.exp T * NormedSpace.exp (-T) = 1 := by
  constructor
  · rw [← Matrix.exp_add_of_commute (-T) T (Commute.refl T).neg_left, neg_add_cancel,
      NormedSpace.exp_zero]
  · rw [← Matrix.exp_add_of_commute T (-T) (Commute.refl T).neg_right, add_neg_cancel,
      NormedSpace.exp_zero]
```

### (b) The terminating series

Let $T^N=0$. Show that the exponential is a polynomial in $T$:
$$e^{T} = E_N(T).$$

*Solution.* Start from $e^{T}=\sum_{k\ge 0}T^k/k!$. For $k\ge N$ write $k=N+m$. Then $T^k=T^N T^m=0$, and only the terms with $k<N$ remain. In Lean, `tsum_eq_sum` reduces the infinite sum to the finite one once these terms are shown to vanish.

```lean
/-- For a cluster operator with `T^N = 0` the exponential equals its series cut after
`N` terms. -/
theorem exp_eq_expSum {T : Matrix n n ℂ} {N : ℕ} (hN : T ^ N = 0) :
    NormedSpace.exp T = expSum N T := by
  have h : NormedSpace.exp T = ∑' k : ℕ, ((k.factorial : ℂ)⁻¹) • T ^ k := by
    rw [NormedSpace.exp_eq_tsum (𝕂 := ℂ) (𝔸 := Matrix n n ℂ)]
  rw [h, expSum]
  refine tsum_eq_sum (fun k hk => ?_)
  -- all terms of order `k ≥ N` vanish
  have hk' : N ≤ k := by simpa using hk
  obtain ⟨m, rfl⟩ := Nat.exists_eq_add_of_le hk'
  have hz : T ^ (N + m) = 0 := by rw [pow_add, hN, zero_mul]
  simp [hz]
```

### (c) Commuting operators preserve sectors

Let $A$ commute with $S$ and let $Sv=sv$. Show that $Av$ stays in the sector:
$$S(Av)=s\,(Av).$$

*Solution.* $S(Av)=(SA)v=(AS)v=A(Sv)=A(sv)=s\,(Av)$. The chain of rewrites in the proof follows these equalities.

```lean
omit [DecidableEq n] in
/-- An operator `A` commuting with `S` maps the `s` eigenspace of `S` into itself. -/
theorem inSector_mulVec {S A : Matrix n n ℂ} {s : ℂ} {v : n → ℂ}
    (hA : Commute S A) (hv : InSector S s v) : InSector S s (A *ᵥ v) := by
  unfold InSector at hv ⊢
  have e : S * A = A * S := hA.eq
  rw [Matrix.mulVec_mulVec, e, ← Matrix.mulVec_mulVec, hv, Matrix.mulVec_smul]
```

### (d) The symmetry of the transformed Hamiltonian

Let $[S,T]=0$. Show that the transformation neither destroys nor creates the symmetry:
$$[S,\bar H]=0 \iff [S,H]=0 .$$

*Solution.* From $ST=TS$ it follows that $ST^k=T^kS$ for all $k$. Summing the series gives $Se^{T}=e^{T}S$, and likewise $Se^{-T}=e^{-T}S$. If $S$ also commutes with $H$, it moves through all three factors:
$$S e^{-T}He^{T}=e^{-T}SHe^{T}=e^{-T}HSe^{T}=e^{-T}He^{T}S .$$
For the converse, part (a) gives
$$e^{T}\bar H e^{-T}=(e^{T}e^{-T})H(e^{T}e^{-T})=H ,$$
and $S$ commutes with each factor on the left. In the proof, `hp` and `hm` are the statements for $e^{T}$ and $e^{-T}$, and `hH` is the inverted transformation.

```lean
/-- If `S` commutes with the cluster operator `T`, then `S` commutes with
`exp(-T) H exp(T)` exactly when it commutes with `H`. -/
theorem commute_hbar_iff {S H T : Matrix n n ℂ} (hT : Commute S T) :
    Commute S (hbar H T) ↔ Commute S H := by
  have hp : Commute S (NormedSpace.exp T) := hT.exp_right
  have hm : Commute S (NormedSpace.exp (-T)) := hT.neg_right.exp_right
  constructor
  · intro h
    -- undo the similarity transformation
    have h2 := (exp_neg_mul_exp T).2
    have hH : H = NormedSpace.exp T * hbar H T * NormedSpace.exp (-T) := by
      unfold hbar
      calc H = (NormedSpace.exp T * NormedSpace.exp (-T)) * H *
            (NormedSpace.exp T * NormedSpace.exp (-T)) := by
            rw [h2]
            simp
        _ = _ := by simp only [Matrix.mul_assoc]
    rw [hH]
    exact (hp.mul_right h).mul_right hm
  · intro h
    unfold hbar
    exact (hm.mul_right h).mul_right hp
```

### (e) The state does not vanish

Let $e_0\neq 0$. Show that
$$e^{T}e_0\neq 0 .$$

*Solution.* If $e^{T}e_0=0$, then $e_0=e^{-T}(e^{T}e_0)=0$ by (a), a contradiction.

```lean
/-- The coupled-cluster state on a nonzero reference is nonzero. -/
theorem ccState_ne_zero (T : Matrix n n ℂ) {e0 : n → ℂ} (he : e0 ≠ 0) :
    ccState T e0 ≠ 0 := by
  intro h
  apply he
  unfold ccState at h
  have hback : NormedSpace.exp (-T) *ᵥ (NormedSpace.exp T *ᵥ e0) = e0 := by
    rw [Matrix.mulVec_mulVec, (exp_neg_mul_exp T).1, Matrix.one_mulVec]
  rw [h, Matrix.mulVec_zero] at hback
  exact hback.symm
```

### (f) Operator, state and residual vector

Let $[S,H]=[S,T]=0$ and $Se_0=se_0$. Show that
$$[S,\bar H]=0,\qquad S\,e^{T}e_0=s\,e^{T}e_0,\qquad S\,\bar He_0=s\,\bar He_0 .$$

*Solution.* The first statement is (d). The other two follow from (c) with $A=e^{T}$ and $A=\bar H$, both of which commute with $S$.

The amplitudes in $T$ need not solve the coupled-cluster equations. The result therefore applies to a truncated $T$ and to every iteration of a solver, provided that $T$ commutes with $S$. That proviso matters for total spin: in open-shell calculations with spin-orbital amplitudes, $T$ in general does not commute with $\hat S^2$.

```lean
/-- Let `S` commute with `H` and `T` and let `S e0 = s e0`. Then `S` commutes with
`exp(-T) H exp(T)`, and both `exp(T) e0` and `exp(-T) H exp(T) e0` lie in the `s`
eigenspace of `S`. -/
theorem symmetry_preserved {S H T : Matrix n n ℂ} {s : ℂ} {e0 : n → ℂ}
    (hH : Commute S H) (hT : Commute S T) (h0 : InSector S s e0) :
    Commute S (hbar H T) ∧ InSector S s (ccState T e0) ∧ InSector S s (hbar H T *ᵥ e0) := by
  have hb : Commute S (hbar H T) := (commute_hbar_iff hT).mpr hH
  have hp : Commute S (NormedSpace.exp T) := hT.exp_right
  exact ⟨hb, inSector_mulVec hp h0, inSector_mulVec hb h0⟩
```

### (g) The same result for nilpotent T

Let $T^N=0$ and $e_0\ne0$ in addition to the assumptions of (f). With $\bar H_N=E_N(-T)\,H\,E_N(T)$, show that
$$[S,\bar H_N]=0,\quad E_N(T)e_0\neq0,\quad S E_N(T)e_0=sE_N(T)e_0,\quad S\bar H_Ne_0=s\bar H_Ne_0 .$$

*Solution.* Since $(-T)^N=(-1)^NT^N=0$, part (b) applies to both $T$ and $-T$. Hence $E_N(\pm T)=e^{\pm T}$ and $\bar H_N=\bar H$. The claims are then those of (f) and (e).

```lean
/-- Let `S` commute with `H` and `T`, let `T^N = 0`, and let `e0` be nonzero with `S e0 = s e0`.
Write `E(T)` and `E(-T)` for the exponential series cut after `N` terms. Then `S` commutes with
`E(-T) H E(T)`, the vector `E(T) e0` is nonzero, and both `E(T) e0` and `E(-T) H E(T) e0` lie in the
`s` eigenspace of `S`. -/
theorem symmetry_preserved_nilpotent {S H T : Matrix n n ℂ} {s : ℂ} {e0 : n → ℂ} {N : ℕ}
    (hH : Commute S H) (hT : Commute S T) (hN : T ^ N = 0)
    (he : e0 ≠ 0) (h0 : InSector S s e0) :
    Commute S (expSum N (-T) * H * expSum N T) ∧
      expSum N T *ᵥ e0 ≠ 0 ∧
      InSector S s (expSum N T *ᵥ e0) ∧
      InSector S s ((expSum N (-T) * H * expSum N T) *ᵥ e0) := by
  have hN' : (-T) ^ N = 0 := by rw [neg_pow, hN, mul_zero]
  have h := symmetry_preserved hH hT h0
  rw [← exp_eq_expSum hN, ← exp_eq_expSum hN']
  exact ⟨h.1, ccState_ne_zero T he, h.2.1, h.2.2⟩
```

### (h) Residuals that vanish by symmetry

Keep the assumptions of (f), and let $w$ be a bra with $wS=s'w$ and $s'\neq s$. Show that
$$w\,\bar H e_0=0 .$$

*Solution.* Put $v=\bar He_0$, so that $Sv=sv$ by (f). Letting $S$ act to the right and to the left in $wSv$ gives $s\,wv=s'\,wv$. Thus $(s'-s)\,wv=0$, and $wv=0$. The Lean product `⬝ᵥ` does not conjugate, so `w` holds the components of the bra itself.

In a CCSD calculation in a finite basis, for example, the amplitude equations set the projections of $\bar He_0$ on the singly and doubly excited determinants to zero. If $T$ contains only excitations that commute with $S$, the equations for determinants in another sector hold automatically, so a code can omit these residuals along with the amplitudes that would break the symmetry. Blocking the amplitude arrays by spin projection and by irreducible representation of an abelian point group uses this selection rule.

```lean
/-- Let `S` commute with `H` and `T` and let `S e0 = s e0`. Then the projection of `exp(-T) H exp(T)
e0` on a bra `w` with `w S = s' w` and `s' ≠ s` vanishes. -/
theorem projection_eq_zero {S H T : Matrix n n ℂ} {s s' : ℂ} {e0 w : n → ℂ}
    (hH : Commute S H) (hT : Commute S T) (h0 : InSector S s e0)
    (hw : w ᵥ* S = s' • w) (hne : s' ≠ s) :
    w ⬝ᵥ (hbar H T *ᵥ e0) = 0 := by
  have hv := (symmetry_preserved hH hT h0).2.2
  generalize hbar H T *ᵥ e0 = v at hv ⊢
  unfold InSector at hv
  -- let `S` act to the right and to the left in `w S v`
  have h := Matrix.dotProduct_mulVec w S v
  rw [hv, hw, dotProduct_smul, smul_dotProduct] at h
  simp only [smul_eq_mul] at h
  have hz : (s' - s) * (w ⬝ᵥ v) = 0 := by linear_combination -h
  exact (mul_eq_zero.mp hz).resolve_left (sub_ne_zero.mpr hne)
```

### (i) A three-level model

Number the levels $0,1,2$ and take
$$S=\begin{pmatrix}1&0&0\\0&1&0\\0&0&-1\end{pmatrix},\quad H=\begin{pmatrix}0&1&0\\1&1&0\\0&0&2\end{pmatrix},\quad T=\begin{pmatrix}0&0&0\\1&0&0\\0&0&0\end{pmatrix}.$$
With $e_0=(1,0,0)$ and $w=(0,0,1)$, show that the assumptions of (h) hold for a cluster operator that is not trivial:
$$[S,H]=[S,T]=0,\quad T^2=0,\quad T\ne0,\quad [H,T]\neq0,\quad Se_0=e_0,\quad wS=-w .$$

*Solution.* $H$ and $T$ are block diagonal, with levels $0,1$ in one block and level $2$ in the other, and $S$ is a multiple of the identity on each block. So both commute with $S$. $T$ sends level $0$ to level $1$ and everything else to zero, hence $T\neq0$ and $T^2=0$. The $(0,0)$ entry of $HT$ is $H_{01}T_{10}=1$, while that of $TH$ is $0$. The two eigenvalue equations are read off the diagonal of $S$. Lean checks the matrix identities entry by entry.

```lean
/-- Three-level model: the symmetry operator `diag(1, 1, -1)`. -/
def witS : Matrix (Fin 3) (Fin 3) ℂ := !![1, 0, 0; 0, 1, 0; 0, 0, -1]

/-- Three-level model: a Hamiltonian coupling the first two levels. -/
def witH : Matrix (Fin 3) (Fin 3) ℂ := !![0, 1, 0; 1, 1, 0; 0, 0, 2]

/-- Three-level model: the excitation from the first to the second level. -/
def witT : Matrix (Fin 3) (Fin 3) ℂ := !![0, 0, 0; 1, 0, 0; 0, 0, 0]

/-- In the three-level model `S` commutes with `H` and `T`, `T` is nonzero with `T² = 0` and
does not commute with `H`, the first level has `S = 1` and the third-level bra has `S = -1`. -/
theorem symmetry_preserved_witness :
    Commute witS witH ∧ Commute witS witT ∧ witT ^ 2 = 0 ∧ witT ≠ 0 ∧
      ¬ Commute witH witT ∧ InSector witS 1 ![1, 0, 0] ∧
      (![0, 0, 1] : Fin 3 → ℂ) ᵥ* witS = (-1 : ℂ) • (![0, 0, 1] : Fin 3 → ℂ) := by
  refine ⟨?_, ?_, ?_, ?_, ?_, ?_, ?_⟩
  · show witS * witH = witH * witS
    ext i j
    fin_cases i <;> fin_cases j <;> simp [witS, witH, Matrix.mul_apply, Fin.sum_univ_succ]
  · show witS * witT = witT * witS
    ext i j
    fin_cases i <;> fin_cases j <;> simp [witS, witT, Matrix.mul_apply, Fin.sum_univ_succ]
  · rw [pow_two]
    ext i j
    fin_cases i <;> fin_cases j <;> simp [witT, Matrix.mul_apply, Fin.sum_univ_succ]
  · intro h
    have h10 := congrFun (congrFun h 1) 0
    simp [witT] at h10
  · intro h
    have h' : witH * witT = witT * witH := h
    have h00 := congrFun (congrFun h' 0) 0
    simp [witH, witT, Matrix.mul_apply, Fin.sum_univ_succ] at h00
  · unfold InSector
    ext i
    fin_cases i <;> simp [witS, Matrix.mulVec, dotProduct, Fin.sum_univ_succ]
  · ext i
    fin_cases i <;> simp [witS, Matrix.vecMul, dotProduct, Fin.sum_univ_succ]
```

### (j) An excitation that breaks the symmetry

Now give up $[S,T]=0$. For one particle in two levels, let $S$ be the occupation of the lower level:
$$S=\begin{pmatrix}1&0\\0&0\end{pmatrix},\quad H=\begin{pmatrix}0&0\\0&1\end{pmatrix},\quad T=\begin{pmatrix}0&0\\1&0\end{pmatrix},\quad e_0=\begin{pmatrix}1\\0\end{pmatrix}.$$
Show that $[S,H]=0$, $T^2=0$, $Se_0=e_0$ and $[S,T]\neq0$, and that every conclusion of (f) fails:
$$[S,\bar H]\neq0,\qquad S\,e^{T}e_0\neq e^{T}e_0,\qquad S\,\bar He_0\neq\bar He_0 .$$

*Solution.* $S$ and $H$ are diagonal and commute. Multiplication gives $T^2=0$, $ST=0$ and $TS=T$, and $Se_0=e_0$ is immediate. By (b), $e^{\pm T}=1\pm T$, so
$$\bar H=\begin{pmatrix}1&0\\-1&1\end{pmatrix}\begin{pmatrix}0&0\\0&1\end{pmatrix}\begin{pmatrix}1&0\\1&1\end{pmatrix}=\begin{pmatrix}0&0\\1&1\end{pmatrix}.$$
Then $S\bar H=0$, but $\bar HS=T\neq0$. The state is $e^{T}e_0=(1,1)$, or $(1,1)/\sqrt2$ when normalised, and $S$ maps $(1,1)$ to $(1,0)$. Finally $\bar He_0=(0,1)$, which $S$ sends to zero. In the proof, `e1`, `e2`, `hb`, `hc` and `hr` record these matrices and vectors, and each failure is read off a single entry.

The assumption $[S,H]=0$ matters too: with $T=0$ one has $\bar H=H$, and an $H$ that does not commute with $S$ violates the first conclusion.

```lean
/-- Two-level model: the occupation of the lower level. -/
def brkS : Matrix (Fin 2) (Fin 2) ℂ := !![1, 0; 0, 0]

/-- Two-level model: the diagonal Hamiltonian with energies `0` and `1`. -/
def brkH : Matrix (Fin 2) (Fin 2) ℂ := !![0, 0; 0, 1]

/-- Two-level model: the excitation from the lower to the upper level. -/
def brkT : Matrix (Fin 2) (Fin 2) ℂ := !![0, 0; 1, 0]

/-- In the two-level model with `e0 = (1, 0)`, `S` commutes with `H`, `T² = 0` and `S e0 = e0`, but
`S` commutes neither with `T` nor with `exp(-T) H exp(T)`, and neither `exp(T) e0` nor `exp(-T) H
exp(T) e0` lies in the eigenspace of `S` with eigenvalue `1`. -/
theorem symmetry_broken_example :
    Commute brkS brkH ∧ brkT ^ 2 = 0 ∧ InSector brkS 1 ![1, 0] ∧ ¬ Commute brkS brkT ∧
      ¬ Commute brkS (hbar brkH brkT) ∧ ¬ InSector brkS 1 (ccState brkT ![1, 0]) ∧
      ¬ InSector brkS 1 (hbar brkH brkT *ᵥ ![1, 0]) := by
  have hT : brkT ^ 2 = 0 := by
    rw [pow_two]
    ext i j
    fin_cases i <;> fin_cases j <;> simp [brkT, Matrix.mul_apply, Fin.sum_univ_two]
  have hT' : (-brkT) ^ 2 = 0 := by rw [neg_pow, hT, mul_zero]
  -- the series cut after two terms is `1 + A`
  have hs : ∀ A : Matrix (Fin 2) (Fin 2) ℂ, expSum 2 A = 1 + A := by
    intro A
    simp [expSum, Finset.sum_range_succ]
  have e1 : NormedSpace.exp brkT = !![1, 0; 1, 1] := by
    rw [exp_eq_expSum hT, hs, Matrix.one_fin_two]
    ext i j
    fin_cases i <;> fin_cases j <;> simp [brkT]
  have e2 : NormedSpace.exp (-brkT) = !![1, 0; -1, 1] := by
    rw [exp_eq_expSum hT', hs, Matrix.one_fin_two]
    ext i j
    fin_cases i <;> fin_cases j <;> simp [brkT]
  have hb : hbar brkH brkT = !![0, 0; 1, 1] := by
    unfold hbar
    rw [e1, e2]
    ext i j
    fin_cases i <;> fin_cases j <;> simp [brkH, Matrix.mul_apply, Fin.sum_univ_two]
  have hc : ccState brkT ![1, 0] = ![1, 1] := by
    unfold ccState
    rw [e1]
    ext i
    fin_cases i <;> simp [Matrix.mulVec, dotProduct, Fin.sum_univ_two]
  have hr : hbar brkH brkT *ᵥ ![1, 0] = ![0, 1] := by
    rw [hb]
    ext i
    fin_cases i <;> simp [Matrix.mulVec, dotProduct, Fin.sum_univ_two]
  refine ⟨?_, hT, ?_, ?_, ?_, ?_, ?_⟩
  · show brkS * brkH = brkH * brkS
    ext i j
    fin_cases i <;> fin_cases j <;> simp [brkS, brkH, Matrix.mul_apply, Fin.sum_univ_two]
  · unfold InSector
    ext i
    fin_cases i <;> simp [brkS, Matrix.mulVec, dotProduct, Fin.sum_univ_two]
  · intro h
    have h' : brkS * brkT = brkT * brkS := h
    have h10 := congrFun (congrFun h' 1) 0
    simp [brkS, brkT, Matrix.mul_apply, Fin.sum_univ_two] at h10
  · intro h
    have h' : brkS * hbar brkH brkT = hbar brkH brkT * brkS := h
    rw [hb] at h'
    have h10 := congrFun (congrFun h' 1) 0
    simp [brkS, Matrix.mul_apply, Fin.sum_univ_two] at h10
  · intro h
    rw [hc] at h
    unfold InSector at h
    have h1 := congrFun h 1
    simp [brkS, Matrix.mulVec, dotProduct, Fin.sum_univ_two] at h1
  · intro h
    rw [hr] at h
    unfold InSector at h
    have h1 := congrFun h 1
    simp [brkS, Matrix.mulVec, dotProduct, Fin.sum_univ_two] at h1

end

end CoupledClusterSymmetry
```

```lean
#print axioms CoupledClusterSymmetry.commute_hbar_iff
#print axioms CoupledClusterSymmetry.symmetry_preserved_nilpotent
#print axioms CoupledClusterSymmetry.projection_eq_zero
#print axioms CoupledClusterSymmetry.symmetry_broken_example
```

```
'CoupledClusterSymmetry.commute_hbar_iff' depends on axioms: [propext, Classical.choice, Quot.sound]
'CoupledClusterSymmetry.symmetry_preserved_nilpotent' depends on axioms: [propext, Classical.choice, Quot.sound]
'CoupledClusterSymmetry.projection_eq_zero' depends on axioms: [propext, Classical.choice, Quot.sound]
'CoupledClusterSymmetry.symmetry_broken_example' depends on axioms: [propext, Classical.choice, Quot.sound]
```
